# A thick-restarted subspace is a Krylov space when the retained Ritz values are distinct and all couple to the residual

A Lanczos or Arnoldi run for a few eigenstates of a large matrix $A$ may fill the memory set aside for basis vectors before it converges. A thick restart then keeps $k$ Ritz vectors and the next basis vector $w$, discards everything else, and goes on applying $A$ from $w$. The new basis is a mixture: some approximate eigenvectors, followed by powers of $A$ acting on $w$. A Krylov space, by contrast, is generated from one start vector. The question is whether the restarted calculation still searches a space of that kind.

It does if the retained vectors have residuals along one common direction $w$, with distinct Ritz values and nonzero couplings. For a Hamiltonian matrix from configuration interaction or a finite spin model, this means that general statements about Krylov spaces apply to the restarted basis too, as long as these conditions are met.

## Trading a retained vector for a Krylov step

Let $A$ be a linear map on a vector space over any field, and write
$$\mathcal K_m(A,u)=\operatorname{span}(u,Au,\dots,A^{m-1}u),\qquad \mathcal K_0(A,u)=\{0\}.$$
Number the retained vectors $y_0,\dots,y_n$, so that $k=n+1\ge 1$, and suppose that
$$A y_i=\theta_i y_i+c_i w,\qquad \theta_i\ne\theta_l\ \text{ for } i\neq l,\qquad c_i\neq 0 .$$
When $y_i$ and $w$ are normalised, $|c_i|$ is the residual norm of the Ritz pair. A vanishing $c_i$ would mean that $y_i$ has already converged. The claim is that some combination $u$ of the $y_i$ satisfies, for every $j\ge 0$,
$$\operatorname{span}(y_0,\dots,y_n)+\mathcal K_j(A,w)=\mathcal K_{k+j}(A,u).$$

The idea is to remove one retained vector and gain one Krylov step. Put $p=y_0/c_0$. Dividing the residual relation by $c_0$ gives
$$A p=\theta_0 p+w. \tag{1}$$
For $i=1,\dots,n$ define the divided differences
$$z_i=\frac{y_i/c_i-p}{\theta_i-\theta_0}.$$
Since $A(y_i/c_i)=\theta_i\,y_i/c_i+w$, the two contributions along $w$ cancel in the difference:
$$A\!\left(\frac{y_i}{c_i}-p\right)=\theta_i\frac{y_i}{c_i}-\theta_0p=\theta_i\!\left(\frac{y_i}{c_i}-p\right)+(\theta_i-\theta_0)\,p .$$
Division by $\theta_i-\theta_0$ yields
$$A z_i=\theta_i z_i+p. \tag{2}$$
The $n$ vectors $z_i$ therefore satisfy the same hypotheses as the $y_i$, with residual direction $p$ and all couplings equal to 1.

The spaces also agree:
$$\operatorname{span}(y_0,\dots,y_n)+\mathcal K_j(A,w)=\operatorname{span}(z_1,\dots,z_n)+\mathcal K_{j+1}(A,p). \tag{3}$$
To see that the left side lies in the right, write
$$y_0=c_0p,\qquad y_i=c_i\big((\theta_i-\theta_0)z_i+p\big),\qquad A^m w=A^{m+1}p-\theta_0A^m p .$$
For $m<j$ the last expression uses powers of $A$ on $p$ up to at most $j$, all of which are available on the right.

For the other inclusion, $p$ and the $z_i$ are combinations of the $y_i$. Applying $A^m$ to (1) gives $A^{m+1}p=\theta_0A^mp+A^mw$. If $A^mp$ is in the left side and $m<j$, then so is $A^{m+1}p$. Induction on $m$ reaches every power up to $A^jp$.

Now repeat the trade. With one retained vector there are no $z_i$, and (3) reads $\operatorname{span}(y_0)+\mathcal K_j(A,w)=\mathcal K_{j+1}(A,p)$, so $u=p$. With more vectors, apply the result for $n$ vectors to the $z_i$ and $p$, with $j+1$ in place of $j$. The space becomes $\mathcal K_{n+(j+1)}(A,u)=\mathcal K_{k+j}(A,u)$. None of the trades depends on $j$, so the same $u$ serves every $j$.

Unwinding the recursion gives a divided difference of order $n$,
$$u=\sum_{i=0}^{n}\frac{y_i}{c_i\prod_{l\ne i}(\theta_i-\theta_l)},$$
whereas the Lean theorem records only that a suitable $u$ exists in the span of the $y_i$.

## Two equal Ritz values can spoil the result

Let $e_1,e_2,e_3$ be the standard basis vectors, and take
$$A=\begin{pmatrix}0&0&1\\0&0&1\\1&1&0\end{pmatrix},\qquad y_0=e_1,\quad y_1=e_2,\quad w=e_3 .$$
Then $Ay_i=0\cdot y_i+w$, so both couplings are 1 but $\theta_0=\theta_1=0$. At $j=0$ one would need $\operatorname{span}(e_1,e_2)=\operatorname{span}(u,Au)$. This forces $u=ae_1+be_2$, and then $Au=(a+b)e_3$ must lie in $\operatorname{span}(e_1,e_2)$. Hence $a+b=0$ and $Au=0$, which leaves a space of dimension at most one. The residual relation and nonzero couplings alone therefore do not guarantee the equality at $j=0$.

## Krylov spaces and the residual relation in Lean

The scalars form an arbitrary field, called `K` in the code; this letter does not denote a Krylov space there. The vector space `V` may have infinite dimension, but `A` is a linear map defined on all of it, so an unbounded operator with a smaller domain does not fit.

```lean
import Mathlib

namespace ThickRestart

noncomputable section

variable {K V : Type*} [Field K] [AddCommGroup V] [Module K V] {k n : ℕ}
```

In `krylov A u n`, the set `Set.Iio n` contains the exponents $m<n$. Here `n` is simply the number of powers.

```lean
/-- The Krylov space `K_n(A, u)`, spanned by `u, A u, ..., A^(n-1) u`. -/
def krylov (A : V →ₗ[K] V) (u : V) (n : ℕ) : Submodule K V :=
  Submodule.span K ((fun m : ℕ => (A ^ m) u) '' Set.Iio n)
```

The restart space is the sum of two subspaces, written `⊔`. The first is spanned by the retained vectors and the second is $\mathcal K_j(A,w)$.

```lean
/-- The thick-restart space, spanned by the retained vectors `y_i` together with
`w, A w, ..., A^(j-1) w`. -/
def restartSpace (A : V →ₗ[K] V) (y : Fin k → V) (w : V) (j : ℕ) : Submodule K V :=
  Submodule.span K (Set.range y) ⊔ krylov A w j
```

A program orthogonalises each new vector against the basis before it applies $A$ again. In exact arithmetic this leaves the span unchanged, because the residual relation keeps every $Ay_i$ in the span of $y_i$ and $w$. Rounding errors can change the span, and the theorems here do not cover them.

The three conditions on the retained vectors are collected in one structure. `Function.Injective θ` says that the values are distinct. The $y_i$ need not be normalised, orthogonal or even assumed independent, and $A$ need not be symmetric.

```lean
/-- The retained vectors `y_i` have residuals `A y_i - θ_i y_i = c_i w` along one common
direction `w`, with distinct values `θ_i` and nonzero couplings `c_i`. -/
structure CommonResidual (A : V →ₗ[K] V) (y : Fin k → V) (θ c : Fin k → K) (w : V) :
    Prop where
  relation : ∀ i, A (y i) = θ i • y i + c i • w
  distinct : Function.Injective θ
  coupled : ∀ i, c i ≠ 0
```

## The divided differences inherit a common residual

The vectors $z_i$ are called `trade` in the code. Their Lean index starts at zero: `trade θ c y i` is $z_{i+1}$, and `i.succ` is the corresponding index among the $y$'s.

```lean
/-- The divided differences `(y_i / c_i - y_0 / c_0) / (θ_i - θ_0)` for `i ≥ 1`, meant for
distinct `θ_i` and nonzero `c_i`. -/
def trade (θ c : Fin (n + 1) → K) (y : Fin (n + 1) → V) (i : Fin n) : V :=
  (θ i.succ - θ 0)⁻¹ • ((c i.succ)⁻¹ • y i.succ - (c 0)⁻¹ • y 0)
```

Each of them is a linear combination of $y_{i+1}$ and $y_0$, so it stays in the span of the retained vectors.

```lean
/-- The divided differences are combinations of the retained vectors. -/
theorem trade_mem (θ c : Fin (n + 1) → K) (y : Fin (n + 1) → V) (i : Fin n) :
    trade θ c y i ∈ Submodule.span K (Set.range y) :=
  Submodule.smul_mem _ _ (Submodule.sub_mem _
    (Submodule.smul_mem _ _ (Submodule.subset_span ⟨_, rfl⟩))
    (Submodule.smul_mem _ _ (Submodule.subset_span ⟨_, rfl⟩)))
```

From here on the retained family is indexed by `Fin (n + 1)`, which encodes $k\ge1$. The next theorem is equation (2), stated as a new instance of `CommonResidual` with direction `(c 0)⁻¹ • y 0`, that is, $p$. The `simp only` step inserts the residual relations and cancels each $c_i$ against its inverse. What remains is an identity between vectors that needs $(\theta_i-\theta_0)^{-1}(\theta_i-\theta_0)=1$. This is `hd`, and `linear_combination` applies it to $p$. Distinctness passes to the remaining values.

```lean
variable {A : V →ₗ[K] V} {y : Fin (n + 1) → V} {θ c : Fin (n + 1) → K} {w : V}

/-- If the `y_i` have a common residual direction, distinct `θ_i` and nonzero couplings, then so do
their divided differences: the new direction is `y_0 / c_0`, the values are the remaining `θ_i`, and
the couplings are `1`. -/
theorem trade_residual (h : CommonResidual A y θ c w) :
    CommonResidual A (trade θ c y) (fun i => θ i.succ) (fun _ => 1) ((c 0)⁻¹ • y 0) where
  relation := by
    intro i
    have hd : (θ i.succ - θ 0)⁻¹ * (θ i.succ - θ 0) = 1 :=
      inv_mul_cancel₀ (sub_ne_zero.mpr fun e => Fin.succ_ne_zero i (h.distinct e))
    -- the two contributions along `w` cancel in the difference
    simp only [trade, map_smul, map_sub, h.relation, smul_add,
      inv_smul_smul₀ (h.coupled i.succ), inv_smul_smul₀ (h.coupled 0)]
    linear_combination (norm := module) hd • ((c 0)⁻¹ • y 0)
  distinct := fun _ _ e => Fin.succ_injective _ (h.distinct e)
  coupled := fun _ => one_ne_zero
```

## One trade leaves the restart space unchanged

The following theorem is equation (3). Inside the proof, `h0` is equation (1), and `hA` is the same equation after applying $A^m$. The call to `le_antisymm` splits the equality into its two inclusions.

In the first, `Fin.cases` separates $y_0$ from the other retained vectors. The equations named `e` are the formulas for $y_i$ and $A^mw$ used above. In the second, `hK` is the induction on $m$ that places every $A^mp$ with $m\le j$ in the original restart space; `trade_mem` deals with the $z_i$.

```lean
/-- For vectors with a common residual direction, distinct `θ_i` and nonzero couplings, one retained
vector can be traded for one more Krylov step, started from `y_0 / c_0`, without changing the
restart space. -/
theorem restartSpace_trade (h : CommonResidual A y θ c w) (j : ℕ) :
    restartSpace A y w j = restartSpace A (trade θ c y) ((c 0)⁻¹ • y 0) (j + 1) := by
  obtain ⟨p, hp⟩ : ∃ p, p = (c 0)⁻¹ • y 0 := ⟨_, rfl⟩
  rw [← hp]
  have h0 : A p = θ 0 • p + w := by
    rw [hp, map_smul, h.relation, smul_add, inv_smul_smul₀ (h.coupled 0), smul_comm]
  have hA : ∀ m, (A ^ (m + 1)) p = θ 0 • (A ^ m) p + (A ^ m) w := fun m => by
    rw [pow_succ, Module.End.mul_apply, h0, map_add, map_smul]
  apply le_antisymm
  · have hK : ∀ m, m < j + 1 → (A ^ m) p ∈ restartSpace A (trade θ c y) p (j + 1) :=
      fun m hm => Submodule.mem_sup_right (Submodule.subset_span ⟨m, hm, rfl⟩)
    have hp0 : p ∈ restartSpace A (trade θ c y) p (j + 1) := hK 0 (by omega)
    refine sup_le (Submodule.span_le.mpr ?_) (Submodule.span_le.mpr ?_)
    · rintro _ ⟨i, rfl⟩
      refine Fin.cases ?_ (fun i => ?_) i
      · exact (Submodule.smul_mem_iff _ (inv_ne_zero (h.coupled 0))).mp (hp ▸ hp0)
      · have hd : θ i.succ - θ 0 ≠ 0 :=
          sub_ne_zero.mpr fun e => Fin.succ_ne_zero i (h.distinct e)
        have e : c i.succ • ((θ i.succ - θ 0) • trade θ c y i + p) = y i.succ := by
          rw [trade, ← hp, smul_inv_smul₀ hd, sub_add_cancel, smul_inv_smul₀ (h.coupled _)]
        rw [← e]
        exact Submodule.smul_mem _ _ (Submodule.add_mem _ (Submodule.smul_mem _ _
          (Submodule.mem_sup_left (Submodule.subset_span ⟨i, rfl⟩))) hp0)
    · rintro _ ⟨m, hm, rfl⟩
      have hm' : m < j := hm
      have e : (A ^ m) w = (A ^ (m + 1)) p - θ 0 • (A ^ m) p := by
        rw [hA, add_sub_cancel_left]
      change (A ^ m) w ∈ _
      rw [e]
      exact Submodule.sub_mem _ (hK _ (by omega)) (Submodule.smul_mem _ _ (hK _ (by omega)))
  · have hK : ∀ m, m < j + 1 → (A ^ m) p ∈ restartSpace A y w j := by
      intro m
      induction m with
      | zero =>
        intro _
        rw [pow_zero, Module.End.one_apply, hp]
        exact Submodule.smul_mem _ _ (Submodule.mem_sup_left (Submodule.subset_span ⟨0, rfl⟩))
      | succ m ih =>
        intro hm
        have hm' : m < j := by omega
        rw [hA]
        exact Submodule.add_mem _ (Submodule.smul_mem _ _ (ih (by omega)))
          (Submodule.mem_sup_right (Submodule.subset_span ⟨m, hm', rfl⟩))
    refine sup_le (Submodule.span_le.mpr ?_) (Submodule.span_le.mpr ?_)
    · rintro _ ⟨i, rfl⟩
      exact Submodule.mem_sup_left (trade_mem θ c y i)
    · rintro _ ⟨m, hm, rfl⟩
      exact hK m hm
```

## One start vector for all lengths

The main theorem says that there is a $u$ in the span of the $y_i$ such that, for all $j$, the restart space equals `krylov A u (n + 1 + j)`. Because the existential quantifier comes before the one over `j`, one vector serves every length $j$ for a given set of retained vectors.

The theorem equates subspaces and does not claim that their dimension is $k+j$. If the Krylov sequence has become invariant under $A$, both sides stop growing together. Nor does it say how quickly Ritz values converge from this $u$.

The proof is the repeated trade. Its induction on `n` lets `w` vary, since the residual direction changes from $w$ to $p$ at each stage. In the base case the family of divided differences is empty and contributes only the zero subspace. In the induction step, `ih (trade_residual h)` supplies $u$ for the shorter family, `hle` shows that this $u$ is also a combination of the original $y_i$, and `restartSpace_trade` converts the spaces.

```lean
/-- The thick-restart space is a Krylov space: for `k = n + 1` vectors `y_i` with a common residual
direction `w`, distinct `θ_i` and nonzero couplings, one combination `u` of the `y_i` makes the span
of the `y_i` and `w, ..., A^(j-1) w` equal to `K_(k+j)(A, u)` for every `j`. -/
theorem restartSpace_eq_krylov (h : CommonResidual A y θ c w) :
    ∃ u ∈ Submodule.span K (Set.range y),
      ∀ j, restartSpace A y w j = krylov A u (n + 1 + j) := by
  induction n generalizing w with
  | zero =>
    refine ⟨(c 0)⁻¹ • y 0, Submodule.smul_mem _ _ (Submodule.subset_span ⟨0, rfl⟩),
      fun j => ?_⟩
    rw [restartSpace_trade h j, restartSpace, Set.range_eq_empty, Submodule.span_empty,
      bot_sup_eq, show 0 + 1 + j = j + 1 by omega]
  | succ n ih =>
    -- trade one vector, then use the result for the remaining ones
    obtain ⟨u, hu, hK⟩ := ih (trade_residual h)
    have hle : Submodule.span K (Set.range (trade θ c y)) ≤ Submodule.span K (Set.range y) := by
      refine Submodule.span_le.mpr ?_
      rintro _ ⟨i, rfl⟩
      exact trade_mem θ c y i
    refine ⟨u, hle hu, fun j => ?_⟩
    rw [restartSpace_trade h j, hK, show n + 1 + (j + 1) = n + 1 + 1 + j by omega]
```

## Where the common residual comes from

In an Arnoldi calculation with basis vectors $v_j$, the action of $A$ has the form
$$A v_j=\sum_l H_{lj}v_l+b_jw .$$
Here $H$ is the small matrix that gets diagonalised, and $b_j$ is the component leading out of the current basis along $w$. If $Hs=ts$ and $y=\sum_j s_jv_j$, then
$$Ay=\sum_l\Big(\sum_jH_{lj}s_j\Big)v_l+\Big(\sum_jb_js_j\Big)w=t\,y+(b\cdot s)\,w .$$
Every Ritz vector therefore has its residual along the same $w$, with coupling $c=b\cdot s$. This product contains no complex conjugation.

In the next theorem `k` counts the whole basis before compression, not the retained vectors, and `t` is the Ritz value called $\theta_i$ elsewhere. The basis need not be orthonormal; when it is, and $w$ is orthogonal to it, $H$ is the usual projected matrix. The proof expands $A y$, exchanges the two sums and uses the eigenvalue equation component by component, as in the display. It supplies the `relation` field of `CommonResidual`. For the general $H$ and $b$ allowed here, distinct values and nonzero couplings remain separate conditions. In exact arithmetic they hold automatically for linearly independent Ritz vectors from an Arnoldi run that began with one start vector and has not broken down: $H$ is then upper Hessenberg with nonzero subdiagonal entries, and only the last $b_j$ is nonzero. The counter-example with equal values cannot arise in such a run.

```lean
/-- If `A v_j = ∑ H_lj v_l + b_j w` and `H s = t s`, then the vector `y = ∑ s_j v_j` satisfies
`A y = t y + (b · s) w`. -/
theorem ritz_residual (A : V →ₗ[K] V) (v : Fin k → V) (H : Matrix (Fin k) (Fin k) K)
    (b s : Fin k → K) (w : V) (t : K)
    (hA : ∀ j, A (v j) = ∑ l, H l j • v l + b j • w) (hs : H.mulVec s = t • s) :
    A (∑ j, s j • v j) = t • (∑ j, s j • v j) + (dotProduct b s) • w := by
  have hl : ∀ l, ∑ j, H l j * s j = t * s l := fun l => congrFun hs l
  simp only [map_sum, map_smul, hA, smul_add, Finset.sum_add_distrib, Finset.smul_sum, smul_smul]
  rw [Finset.sum_comm]
  congr 1
  · refine Finset.sum_congr rfl fun l _ => ?_
    rw [← Finset.sum_smul, ← hl]
    congr 1
    exact Finset.sum_congr rfl fun j _ => mul_comm _ _
  · rw [dotProduct, Finset.sum_smul]
    exact Finset.sum_congr rfl fun j _ => by rw [mul_comm]
```

## A symmetric example with two retained vectors

The last theorem exhibits a rational symmetric matrix that meets all three conditions with $k=2$. It is the matrix of the counter-example with diagonal entries $1,-1,0$, so the two values are now distinct. The formula for $u$ gives
$$u=\tfrac12(e_1-e_2),\qquad Au=\tfrac12(e_1+e_2),\qquad A^2u=u+e_3 .$$
The first two vectors span the retained space, and the third brings in $w=e_3$. Over the real numbers the normalised start vector is $(e_1-e_2)/\sqrt2$, which generates the same Krylov spaces. The Lean proof checks the residual relation entry by entry and compares the two values directly.

```lean
/-- A symmetric `3 × 3` matrix whose first two basis vectors have the third one as common
residual direction, with values `1` and `-1` and unit couplings. -/
theorem commonResidual_witness :
    CommonResidual (Matrix.mulVecLin (!![1, 0, 1; 0, -1, 1; 1, 1, 0] : Matrix _ _ ℚ))
      ![![1, 0, 0], ![0, 1, 0]] ![1, -1] ![1, 1] ![0, 0, 1] where
  relation := by
    intro i
    fin_cases i <;> ext l <;> fin_cases l <;>
      simp [Matrix.mulVec, dotProduct, Fin.sum_univ_succ]
  distinct := by
    intro a b h
    fin_cases a <;> fin_cases b
    · rfl
    · norm_num at h
    · norm_num at h
    · rfl
  coupled := by
    intro i
    fin_cases i <;> simp

end

end ThickRestart
```

```lean
#print axioms ThickRestart.restartSpace_eq_krylov
#print axioms ThickRestart.ritz_residual
```

```
'ThickRestart.restartSpace_eq_krylov' depends on axioms: [propext, Classical.choice, Quot.sound]
'ThickRestart.ritz_residual' depends on axioms: [propext, Classical.choice, Quot.sound]
```
